# The product of one cell number's differences from all the others, among consecutively numbered cells

Number `m + 1 + d` cells consecutively from 1 and pick out cell `m + 1`, which has `m` cells numbered below it and `d` above. The theorem `prod_differences` says that the product of the real differences `(m + 1) - k`, over every other cell number `k`, is `(-1)^d m! d!`. It holds for all natural numbers `m` and `d`, and concerns only the numbering, with no wave function or Hamiltonian involved. The attempt goes by induction on `d`: with no cells above, reversing the order of the factors should give `m!`, and each further cell at the top brings in one new negative factor.

This version doesn't compile in Lean 4 with Mathlib:

```lean
import Mathlib

open Polynomial
open scoped Nat

namespace ProdDifferences

noncomputable section

/-- For cell number `m + 1` among `m + 1 + d` cells, the product of its differences from all
other cell numbers is `(-1)^d m! d!`. -/
theorem prod_differences (m d : ℕ) :
    ∏ k ∈ (Finset.Icc 1 (m + 1 + d)).erase (m + 1), (((m + 1 : ℕ) : ℝ) - k)
      = (-1) ^ d * m ! * d ! := by
  induction d with
  | zero =>
    have hs : (Finset.Icc 1 (m + 1 + 0)).erase (m + 1) = Finset.Icc 1 m := by
      ext k
      simp only [Finset.mem_erase, Finset.mem_Icc]
      omega
    rw [hs, pow_zero, one_mul, Nat.factorial_zero, Nat.cast_one, mul_one,
      ← Finset.prod_Icc_id_eq_factorial, Nat.cast_prod]
    -- reverse the order of the factors
    refine Finset.prod_nbij' (fun k => m + 1 - k) (fun k => m + 1 - k) ?_ ?_ ?_ ?_ ?_
    · intro k hk
      simp only [Finset.mem_Icc] at *
      omega
    · intro k hk
      simp only [Finset.mem_Icc] at *
      omega
    · intro k hk
      simp only [Finset.mem_Icc] at *
      omega
    · intro k hk
      simp only [Finset.mem_Icc] at *
      omega
    · intro k hk
      have hk' := Finset.mem_Icc.mp hk
      exact (Nat.cast_sub (by omega)).symm
  | succ d ih =>
    have hs : (Finset.Icc 1 (m + 1 + (d + 1))).erase (m + 1)
        = insert (m + 1 + (d + 1)) ((Finset.Icc 1 (m + 1 + d)).erase (m + 1)) := by
      ext k
      simp only [Finset.mem_erase, Finset.mem_Icc, Finset.mem_insert]
      omega
    have hnot : m + 1 + (d + 1) ∉ (Finset.Icc 1 (m + 1 + d)).erase (m + 1) := by
      simp only [Finset.mem_erase, Finset.mem_Icc]
      omega
    rw [hs, Finset.prod_insert hnot, ih, Nat.factorial_succ]
    push_cast
    ring

end

end ProdDifferences
```

The compiler's answer:

```
Main.lean:22:8: error(lean.unknownIdentifier): Unknown constant `Finset.prod_Icc_id_eq_factorial`
```

Cause. The message means that Lean found no lemma called `Finset.prod_Icc_id_eq_factorial` in the imported Mathlib. The base case needed it to rewrite `m !` as the product of the numbers in `Finset.Icc 1 m`, so that both sides would be products whose factors could be matched in reverse order.

The repair proves this identity on the spot, as `hfac`. It starts from `Finset.prod_Ico_id_eq_factorial`, which does exist but takes the product over the half-open interval `Finset.Ico 1 (m + 1)`. That interval holds the same natural numbers as `Finset.Icc 1 m`, and `Finset.prod_congr` reduces the goal to this equality of sets, which `ext`, `simp only` and `omega` prove. The main rewrite then uses `← hfac` in place of the missing lemma, and the rest of the proof stands unchanged.

As a diff, the version that Lean accepts:

```diff
@@ -19,6 +19,11 @@
       simp only [Finset.mem_erase, Finset.mem_Icc]
       omega
-    rw [hs, pow_zero, one_mul, Nat.factorial_zero, Nat.cast_one, mul_one,
-      ← Finset.prod_Icc_id_eq_factorial, Nat.cast_prod]
+    have hfac : ∏ x ∈ Finset.Icc 1 m, x = m ! := by
+      rw [← Finset.prod_Ico_id_eq_factorial]
+      refine Finset.prod_congr ?_ (fun _ _ => rfl)
+      ext k
+      simp only [Finset.mem_Icc, Finset.mem_Ico]
+      omega
+    rw [hs, pow_zero, one_mul, Nat.factorial_zero, Nat.cast_one, mul_one, ← hfac, Nat.cast_prod]
     -- reverse the order of the factors
     refine Finset.prod_nbij' (fun k => m + 1 - k) (fun k => m + 1 - k) ?_ ?_ ?_ ?_ ?_
```
